# For finite spectra, the Slater–Kirkwood formula with total oscillator strengths is an upper bound on $C_6$

Without retardation, the leading dispersion energy of two non-overlapping systems at a large distance $R$ is $-C_6/R^6$, and $C_6$ depends on all dipole excitations of both; here each system is represented by a finite, nonempty list of excitations. The first has gaps $a_i>0$ and oscillator strengths $f_i>0$, the second has gaps $b_k>0$ and strengths $h_k>0$. The positive signs express that both systems start from a non-degenerate ground state and that dipole-forbidden excitations are left out. In atomic units, with orientations averaged, second-order perturbation theory gives

$$C_6=\frac32\sum_{i,k}\frac{f_i h_k}{a_i b_k(a_i+b_k)} .$$

The Slater–Kirkwood formula replaces this double sum by four numbers: the static polarizabilities $\alpha=\sum_i f_i/a_i^2$ and $\beta=\sum_k h_k/b_k^2$, and the total strengths $N=\sum_i f_i$ and $M=\sum_k h_k$. The claim is

$$C_6\le\frac32\,\frac{\alpha\beta}{\sqrt{\alpha/N}+\sqrt{\beta/M}},$$

with equality exactly when all gaps within each system coincide.

## From one pair of excitations to the bound

Let $s,t>0$ be reference gaps. Expanding both sides shows that

$$ab(s+t)^2+(at-bs)^2=(a+b)(at^2+bs^2),$$

because the terms $\pm2abst$ cancel on the left. Division by $(a+b)(s+t)^2$ gives

$$\frac{ab}{a+b}+\frac{(at-bs)^2}{(s+t)^2(a+b)}=\frac{at^2+bs^2}{(s+t)^2}.$$

Multiply by $f_ih_k/(a_i^2b_k^2)$, with $a=a_i$ and $b=b_k$. The first term becomes the pair's contribution to the dispersion sum, the second a nonnegative mismatch $D_{ik}$, and the right-hand side a sum of products in which the two systems factorize.

Now choose the mean gaps $s=\alpha^{-1}\sum_i f_i/a_i$ and $t=\beta^{-1}\sum_k h_k/b_k$. Summing over all pairs turns the right-hand side into

$$\alpha\beta\,\frac{st^2+ts^2}{(s+t)^2}=\alpha\beta\,\frac{st}{s+t}.$$

With $L=\frac32\alpha\beta\,st/(s+t)$, this says $L-C_6=\frac32\sum_{i,k}D_{ik}\ge0$. The value $L$ is London's two-level formula, with these mean gaps in place of the ionization energies often used there.

By Cauchy–Schwarz,

$$(s\alpha)^2=\Big(\sum_i\sqrt{f_i}\,\frac{\sqrt{f_i}}{a_i}\Big)^2\le N\alpha,$$

so $\sqrt{\alpha/N}\le1/s$, and likewise $\sqrt{\beta/M}\le1/t$. Since $L=\frac32\alpha\beta/(1/s+1/t)$, replacing the inverse mean gaps by the square roots can only enlarge the value. This proves the bound.

If equality holds, every $D_{ik}$ vanishes, so $a_it=b_ks$ for all $i,k$. Fixing $k$ makes all $a_i$ equal; fixing $i$ makes all $b_k$ equal. Conversely, if all $a_i=a$ and all $b_k=b$, then $s=a$, $t=b$, $\sqrt{\alpha/N}=1/a$ and $\sqrt{\beta/M}=1/b$. Every mismatch is zero and the three values agree.

## One excitation, then two

With one excitation in each system, all three expressions equal $\frac32fh/(ab(a+b))$. Give the first system a second excitation: gaps $1,2$ with strengths $1,1$, against a partner with gap $1$ and strength $1$. Then $C_6=1$, London's formula gives $1.023$ and Slater–Kirkwood $1.047$.

A linear-response calculation in a finite basis produces such lists of excitation energies and strengths. One pass over each list gives its polarizability and total strength, and a bound on the $C_6$ of these lists follows without the double sum. Excitations missing from the lists are not covered by this bound. If $N$ is instead a fitted effective electron number below the total strength, the formula gives a smaller value, which need not be a bound.

## Spectra and the three coefficients in Lean

```lean
import Mathlib

open Finset

namespace SlaterKirkwood

noncomputable section
```

A `Spectrum` carries the gaps and strengths together with their positivity. The index type `ι` labels the excitations.

```lean
/-- A discrete excitation spectrum: each excitation has a positive gap and a positive
oscillator strength. -/
structure Spectrum (ι : Type*) where
  gap : ι → ℝ
  strength : ι → ℝ
  gap_pos : ∀ i, 0 < gap i
  strength_pos : ∀ i, 0 < strength i
```

Both index types are finite. `number` is $N$, a real number; for a complete spectrum the Thomas–Reiche–Kuhn sum rule makes it the electron count.

```lean
variable {ι κ : Type*} [Fintype ι] [Fintype κ]

/-- The total oscillator strength. -/
def Spectrum.number (S : Spectrum ι) : ℝ := ∑ i, S.strength i
```

`alpha` is the static polarizability, for either system.

```lean
/-- The static dipole polarizability, the sum of strength over squared gap. -/
def Spectrum.alpha (S : Spectrum ι) : ℝ := ∑ i, S.strength i / S.gap i ^ 2
```

`meanGap` is $s$ for the first system `S` and $t$ for the second system `T`.

```lean
/-- The mean gap of a nonempty spectrum, each excitation weighted by its contribution to the
static polarizability. -/
def Spectrum.meanGap (S : Spectrum ι) : ℝ := (∑ i, S.strength i / S.gap i) / S.alpha
```

The sum over pairs is taken as the definition of `c6`; its derivation from perturbation theory is presupposed.

```lean
/-- The dispersion coefficient of two systems as a sum over pairs of excitations. -/
def c6 (S : Spectrum ι) (T : Spectrum κ) : ℝ :=
  3 / 2 * ∑ i, ∑ k, S.strength i * T.strength k /
    (S.gap i * T.gap k * (S.gap i + T.gap k))
```

The two approximations have the same prefactor $3/2$.

```lean
/-- London's two-level formula for nonempty spectra, evaluated with the mean gaps. -/
def london (S : Spectrum ι) (T : Spectrum κ) : ℝ :=
  3 / 2 * (S.alpha * T.alpha) * (S.meanGap * T.meanGap / (S.meanGap + T.meanGap))

/-- The Slater-Kirkwood formula for two nonempty spectra, which needs only polarizabilities and
total strengths. -/
def slaterKirkwood (S : Spectrum ι) (T : Spectrum κ) : ℝ :=
  3 / 2 * (S.alpha * T.alpha /
    (Real.sqrt (S.alpha / S.number) + Real.sqrt (T.alpha / T.number)))
```

`mismatch` is $D_{ik}$.

```lean
/-- The mismatch of a pair of excitations from nonempty spectra: a weighted square that compares
the ratio of their gaps with the ratio of the mean gaps. -/
def mismatch (S : Spectrum ι) (T : Spectrum κ) (i : ι) (k : κ) : ℝ :=
  S.strength i / S.gap i ^ 2 * (T.strength k / T.gap k ^ 2) *
    (((S.gap i * T.meanGap - T.gap k * S.meanGap) / (S.meanGap + T.meanGap)) ^ 2 /
      (S.gap i + T.gap k))
```

Real atoms and molecules also have an ionization continuum, which these finite sums do not contain.

## The exact difference from London's formula

`Nonempty` says that a system has at least one excitation, which makes its total strength, polarizability and mean gap positive.

```lean
/-- A nonempty spectrum has positive total strength, polarizability and mean gap. -/
theorem moments_pos [Nonempty ι] (S : Spectrum ι) :
    0 < S.number ∧ 0 < S.alpha ∧ 0 < S.meanGap := by
  have hα : 0 < S.alpha :=
    sum_pos (fun i _ => div_pos (S.strength_pos i) (pow_pos (S.gap_pos i) 2)) univ_nonempty
  exact ⟨sum_pos (fun i _ => S.strength_pos i) univ_nonempty, hα,
    div_pos (sum_pos (fun i _ => div_pos (S.strength_pos i) (S.gap_pos i)) univ_nonempty) hα⟩
```

The pair identity holds for arbitrary real $f,h$. Clearing denominators with `field_simp` leaves a polynomial identity, which `ring` checks.

```lean
/-- For positive gaps `a`, `b` and positive reference gaps `s`, `t`, the dispersion term of one pair
of excitations plus a multiple of a square equals a sum of two products, each with separate factors
for the two systems. -/
theorem pair_identity (f h : ℝ) {a b s t : ℝ} (ha : 0 < a) (hb : 0 < b)
    (hs : 0 < s) (ht : 0 < t) :
    f * h / (a * b * (a + b)) +
      f / a ^ 2 * (h / b ^ 2) * (((a * t - b * s) / (s + t)) ^ 2 / (a + b)) =
    f / a * (h / b ^ 2) * (t / (s + t)) ^ 2 + f / a ^ 2 * (h / b) * (s / (s + t)) ^ 2 := by
  have hab : a + b ≠ 0 := (add_pos ha hb).ne'
  have hst : s + t ≠ 0 := (add_pos hs ht).ne'
  field_simp
  ring
```

In the next proof, `hsum` is the pair identity summed over $i$ and $k$, with products of sums expanded into double sums. `hS` and `hT` then replace $\sum_i f_i/a_i$ by $s\alpha$ and $\sum_k h_k/b_k$ by $t\beta$. The final `linear_combination` uses `hr` to cancel one factor $s+t$.

```lean
/-- For nonempty spectra, London's formula with mean gaps exceeds the dispersion coefficient by
exactly 3/2 times the sum of all pair mismatches. -/
theorem london_sub_c6 [Nonempty ι] [Nonempty κ] (S : Spectrum ι) (T : Spectrum κ) :
    london S T - c6 S T = 3 / 2 * ∑ i, ∑ k, mismatch S T i k := by
  obtain ⟨-, hα, hs⟩ := moments_pos S
  obtain ⟨-, hβ, ht⟩ := moments_pos T
  have hS : S.meanGap * S.alpha = ∑ i, S.strength i / S.gap i := (eq_div_iff hα.ne').1 rfl
  have hT : T.meanGap * T.alpha = ∑ k, T.strength k / T.gap k := (eq_div_iff hβ.ne').1 rfl
  -- sum the pair identity, with the mean gaps as reference gaps
  have hsum : (∑ i, ∑ k, S.strength i * T.strength k /
        (S.gap i * T.gap k * (S.gap i + T.gap k))) + ∑ i, ∑ k, mismatch S T i k =
      (∑ i, S.strength i / S.gap i) * T.alpha * (T.meanGap / (S.meanGap + T.meanGap)) ^ 2 +
      S.alpha * (∑ k, T.strength k / T.gap k) *
        (S.meanGap / (S.meanGap + T.meanGap)) ^ 2 := by
    unfold Spectrum.alpha
    rw [sum_mul_sum, sum_mul_sum]
    simp only [sum_mul, ← sum_add_distrib]
    exact sum_congr rfl fun i _ => sum_congr rfl fun k _ =>
      pair_identity _ _ (S.gap_pos i) (T.gap_pos k) hs ht
  rw [← hS, ← hT] at hsum
  have hr : (S.meanGap + T.meanGap) * (S.meanGap + T.meanGap)⁻¹ = 1 :=
    mul_inv_cancel₀ (add_pos hs ht).ne'
  unfold london c6
  linear_combination (-3 / 2) * hsum - 3 / 2 * (S.alpha * T.alpha * S.meanGap * T.meanGap *
    (S.meanGap + T.meanGap)⁻¹) * hr
```

Each mismatch is a product of positive factors and a square.

```lean
/-- The mismatch of a pair of excitations is never negative. -/
theorem mismatch_nonneg (S : Spectrum ι) (T : Spectrum κ) (i : ι) (k : κ) :
    0 ≤ mismatch S T i k := by
  have h1 := S.gap_pos i
  have h2 := T.gap_pos k
  have h3 := S.strength_pos i
  have h4 := T.strength_pos k
  unfold mismatch
  positivity
```

## Cauchy–Schwarz and the chain of inequalities

Here `hcs` is $(\sum_i f_i/a_i)^2\le N\alpha$. The rest of the proof squares the claim and clears denominators.

```lean
/-- For a nonempty spectrum, the square root of polarizability over total strength is at most
the inverse mean gap. -/
theorem sqrt_le_inv_meanGap [Nonempty ι] (S : Spectrum ι) :
    Real.sqrt (S.alpha / S.number) ≤ S.meanGap⁻¹ := by
  obtain ⟨hN, hα, hs⟩ := moments_pos S
  have hm : 0 < ∑ i, S.strength i / S.gap i :=
    sum_pos (fun i _ => div_pos (S.strength_pos i) (S.gap_pos i)) univ_nonempty
  -- Cauchy-Schwarz between the total strength and the polarizability
  have hcs : (∑ i, S.strength i / S.gap i) ^ 2 ≤ S.number * S.alpha :=
    sum_sq_le_sum_mul_sum_of_sq_le_mul univ (fun i _ => (S.strength_pos i).le)
      (fun i _ => (div_pos (S.strength_pos i) (pow_pos (S.gap_pos i) 2)).le)
      (fun i _ => le_of_eq (by ring))
  refine Real.sqrt_le_iff.2 ⟨(inv_pos.2 hs).le, ?_⟩
  rw [Spectrum.meanGap, inv_div, div_pow, div_le_div_iff₀ hN (pow_pos hm 2)]
  nlinarith [mul_le_mul_of_nonneg_left hcs hα.le]
```

London's formula is rewritten with $1/s+1/t$ in the denominator, ready for comparison.

```lean
/-- For nonempty spectra, London's formula can be written with the sum of inverse mean gaps. -/
theorem london_eq_inv [Nonempty ι] [Nonempty κ] (S : Spectrum ι) (T : Spectrum κ) :
    london S T = 3 / 2 * (S.alpha * T.alpha / (S.meanGap⁻¹ + T.meanGap⁻¹)) := by
  rw [inv_add_inv (moments_pos S).2.2.ne' (moments_pos T).2.2.ne', div_div_eq_mul_div, london]
  ring
```

The theorem states both inequalities, $C_6\le L$ and $L\le$ Slater–Kirkwood, and the bound follows by transitivity. The first part uses the nonnegative mismatches, the second the smaller denominator.

```lean
/-- For nonempty spectra, the dispersion coefficient is at most London's formula with mean gaps,
which is at most the Slater-Kirkwood value. -/
theorem c6_le_slaterKirkwood [Nonempty ι] [Nonempty κ] (S : Spectrum ι) (T : Spectrum κ) :
    c6 S T ≤ london S T ∧ london S T ≤ slaterKirkwood S T := by
  obtain ⟨hN, hα, -⟩ := moments_pos S
  obtain ⟨hM, hβ, -⟩ := moments_pos T
  constructor
  · have h := london_sub_c6 S T
    have h0 : 0 ≤ ∑ i, ∑ k, mismatch S T i k :=
      sum_nonneg fun i _ => sum_nonneg fun k _ => mismatch_nonneg S T i k
    linarith
  · rw [london_eq_inv, slaterKirkwood]
    exact mul_le_mul_of_nonneg_left (div_le_div_of_nonneg_left (mul_pos hα hβ).le
      (add_pos (Real.sqrt_pos.2 (div_pos hα hN)) (Real.sqrt_pos.2 (div_pos hβ hM)))
      (add_le_add (sqrt_le_inv_meanGap S) (sqrt_le_inv_meanGap T))) (by norm_num)
```

## When the bound is attained

For a system with the single gap value `w`, the mean gap and the square root are computed explicitly.

```lean
/-- If all gaps of a nonempty spectrum equal `w`, the mean gap is `w` and the square root of
polarizability over total strength is `1/w`. -/
theorem single_gap [Nonempty ι] (S : Spectrum ι) {w : ℝ} (h : ∀ i, S.gap i = w) :
    S.meanGap = w ∧ Real.sqrt (S.alpha / S.number) = w⁻¹ := by
  have hw : 0 < w := h (Classical.arbitrary ι) ▸ S.gap_pos _
  have hN : S.number ≠ 0 := (moments_pos S).1.ne'
  have hα : S.alpha = S.number / w ^ 2 := by
    simp only [Spectrum.alpha, Spectrum.number, h, sum_div]
  have hm : ∑ i, S.strength i / S.gap i = S.number / w := by
    simp only [Spectrum.number, h, sum_div]
  constructor
  · rw [Spectrum.meanGap, hm, hα]
    field_simp
  · have hq : S.number / w ^ 2 / S.number = w⁻¹ ^ 2 := by field_simp
    rw [hα, hq, Real.sqrt_sq (inv_pos.2 hw).le]
```

In the forward direction, equality of the outer values forces the mismatch sum to vanish. A sum of nonnegative terms is zero only if each term is, and `key` extracts $a_it=b_ks$. Positive strengths matter here, since an excitation of zero strength could have any gap without affecting the sums. The converse uses `single_gap` for both systems.

```lean
/-- For nonempty spectra, the Slater-Kirkwood value is exact if and only if all gaps within each
of the two systems coincide. -/
theorem c6_eq_slaterKirkwood_iff [Nonempty ι] [Nonempty κ] (S : Spectrum ι) (T : Spectrum κ) :
    c6 S T = slaterKirkwood S T ↔
      (∀ i j, S.gap i = S.gap j) ∧ (∀ k l, T.gap k = T.gap l) := by
  obtain ⟨-, -, hs⟩ := moments_pos S
  obtain ⟨-, -, ht⟩ := moments_pos T
  have hd := london_sub_c6 S T
  constructor
  · intro h
    obtain ⟨h1, h2⟩ := c6_le_slaterKirkwood S T
    have h0 : ∑ i, ∑ k, mismatch S T i k = 0 := by linarith
    -- every mismatch vanishes, so all gap ratios agree
    have key : ∀ i k, S.gap i * T.meanGap = T.gap k * S.meanGap := by
      intro i k
      have hi := (sum_eq_zero_iff_of_nonneg (fun i _ =>
        sum_nonneg fun k _ => mismatch_nonneg S T i k)).1 h0 i (mem_univ i)
      have hik := (sum_eq_zero_iff_of_nonneg (fun k _ =>
        mismatch_nonneg S T i k)).1 hi k (mem_univ k)
      by_contra hne
      have hq := div_ne_zero (sub_ne_zero.2 hne) (add_pos hs ht).ne'
      exact mul_ne_zero (mul_ne_zero
        (div_pos (S.strength_pos i) (pow_pos (S.gap_pos i) 2)).ne'
        (div_pos (T.strength_pos k) (pow_pos (T.gap_pos k) 2)).ne')
        (div_ne_zero (pow_ne_zero 2 hq) (add_pos (S.gap_pos i) (T.gap_pos k)).ne') hik
    exact ⟨fun i j => mul_right_cancel₀ ht.ne'
        ((key i (Classical.arbitrary κ)).trans (key j _).symm),
      fun k l => mul_right_cancel₀ hs.ne'
        ((key (Classical.arbitrary ι) k).symm.trans (key _ l))⟩
  · rintro ⟨hS, hT⟩
    obtain ⟨i₀⟩ := ‹Nonempty ι›
    obtain ⟨k₀⟩ := ‹Nonempty κ›
    have : Nonempty ι := ⟨i₀⟩
    have : Nonempty κ := ⟨k₀⟩
    obtain ⟨h1, h2⟩ := single_gap S (fun i => hS i i₀)
    obtain ⟨h3, h4⟩ := single_gap T (fun k => hT k k₀)
    have h0 : ∑ i, ∑ k, mismatch S T i k = 0 :=
      sum_eq_zero fun i _ => sum_eq_zero fun k _ => by
        rw [mismatch, h1, h3, hS i i₀, hT k k₀]
        ring
    have hL : london S T = slaterKirkwood S T := by
      rw [london_eq_inv, slaterKirkwood, h1, h2, h3, h4]
    linarith

end

end SlaterKirkwood
```

```lean
#print axioms SlaterKirkwood.c6_le_slaterKirkwood
#print axioms SlaterKirkwood.c6_eq_slaterKirkwood_iff
```

```
'SlaterKirkwood.c6_le_slaterKirkwood' depends on axioms: [propext, Classical.choice, Quot.sound]
'SlaterKirkwood.c6_eq_slaterKirkwood_iff' depends on axioms: [propext, Classical.choice, Quot.sound]
```
